# Landauer integrals for the particle current and the left reservoir's heat current converge at positive temperatures for any measurable transmission probability

Non-interacting electrons pass between two reservoirs at positive temperatures `TL` and `TR` (in energy units), with chemical potentials 0 on the left and `V` on the right. The transmission function `T` is measurable with values in [0,1]. The declaration `integrable_currents` states that `T` times the difference of the left and right Fermi functions is integrable over all real energies, and that it remains so when multiplied by the energy `E`. Without physical prefactors, these are the integrands of the particle current from left to right and of the heat current leaving the left reservoir, for which the heat per electron is `E` because the left chemical potential is 0. The proof compares each Fermi function with the step at zero energy, bounds each difference, multiplied by `1 + |E|`, by a Lorentzian using `fermi_decay`, and adds the two bounds to dominate both integrands.

The first attempt, which Lean rejects:

```lean
import Mathlib

open MeasureTheory

namespace ThermoelectricBoxcar

noncomputable section

/-- Fermi function at temperature `τ` (in energy units) and chemical potential `μ`. -/
def fermi (τ μ E : ℝ) : ℝ := 1 / (Real.exp ((E - μ) / τ) + 1)

/-- Difference of the left (`μ = 0`) and right (`μ = V`) Fermi functions. -/
def window (TL TR V E : ℝ) : ℝ := fermi TL 0 E - fermi TR V E

/-- A transmission function: measurable, with values in `[0,1]`. -/
structure IsTransmission (T : ℝ → ℝ) : Prop where
  meas : Measurable T
  nonneg : ∀ E, 0 ≤ T E
  le_one : ∀ E, T E ≤ 1

variable {TL TR V : ℝ} {T : ℝ → ℝ}

/-- A Fermi function differs from the step at zero energy by a tail that, even when
multiplied by `1 + |E|`, is bounded by a Lorentzian. -/
theorem fermi_decay {τ : ℝ} (hτ : 0 < τ) (μ : ℝ) : ∃ K : ℝ, ∀ E : ℝ,
    (1 + |E|) * |fermi τ μ E - if E < 0 then 1 else 0| ≤ K * (1 + E ^ 2)⁻¹ := by
  refine ⟨6 * τ ^ 3 * Real.exp ((|μ| + 1) / τ), fun E => ?_⟩
  -- exponential smallness of the tail
  have h1 : |fermi τ μ E - if E < 0 then 1 else 0| ≤ Real.exp ((|μ| - |E|) / τ) := by
    have hy := Real.exp_pos ((E - μ) / τ)
    have hf : 0 ≤ fermi τ μ E := by unfold fermi; positivity
    split_ifs with hE
    · have hf1 : fermi τ μ E ≤ 1 := by
        unfold fermi
        rw [div_le_one (by positivity)]
        linarith
      have hf2 : 1 - Real.exp ((E - μ) / τ) ≤ fermi τ μ E := by
        unfold fermi
        rw [le_div_iff₀ (by positivity)]
        nlinarith
      rw [abs_sub_comm, abs_of_nonneg (sub_nonneg.mpr hf1)]
      refine le_trans (by linarith) (Real.exp_le_exp.mpr
        (div_le_div_of_nonneg_right (?_ : E - μ ≤ |μ| - |E|) hτ.le))
      rw [abs_of_neg hE]
      linarith [neg_abs_le μ]
    · have hf2 : fermi τ μ E ≤ Real.exp (-((E - μ) / τ)) := by
        unfold fermi
        rw [Real.exp_neg, ← one_div]
        exact one_div_le_one_div_of_le hy (by linarith)
      rw [sub_zero, abs_of_nonneg hf]
      refine hf2.trans (Real.exp_le_exp.mpr ?_)
      rw [← neg_div]
      refine div_le_div_of_nonneg_right ?_ hτ.le
      rw [abs_of_nonneg (not_lt.mp hE)]
      linarith [le_abs_self μ]
  -- the exponential beats a cubic power
  have h2 := Real.pow_div_factorial_le_exp ((1 + |E|) / τ) (by positivity) 3
  have h6 : ((Nat.factorial 3 : ℕ) : ℝ) = 6 := by norm_num [Nat.factorial]
  rw [h6, div_pow, div_div, div_le_iff₀ (by positivity)] at h2
  have h3 : 1 + E ^ 2 ≤ (1 + |E|) ^ 2 := by nlinarith [sq_abs E, abs_nonneg E]
  rw [← div_eq_mul_inv, le_div_iff₀ (by positivity)]
  refine (mul_le_mul_of_nonneg_left h3 (by positivity)).trans ?_
  have h4 := mul_le_mul h2 h1 (abs_nonneg _) (by positivity)
  rw [show (|μ| + 1) / τ = (1 + |E|) / τ + (|μ| - |E|) / τ by ring, Real.exp_add]
  linarith

/-- The integrands of the particle current and of the heat current are integrable. -/
theorem integrable_currents (hL : 0 < TL) (hR : 0 < TR) (hT : IsTransmission T) :
    Integrable (fun E => T E * window TL TR V E) ∧
    Integrable (fun E => E * (T E * window TL TR V E)) := by
  obtain ⟨K, hK⟩ := fermi_decay hL 0
  obtain ⟨K', hK'⟩ := fermi_decay hR V
  have mf : ∀ τ μ : ℝ, Measurable (fermi τ μ) := fun τ μ =>
    ((Real.measurable_exp.comp ((measurable_id.sub_const μ).div_const τ)).add_const 1).const_div 1
  have mg : Measurable (fun E => T E * window TL TR V E) :=
    hT.meas.mul ((mf TL 0).sub (mf TR V))
  have dom : ∀ f : ℝ → ℝ, Measurable f →
      (∀ E, |f E| ≤ (1 + |E|) * |window TL TR V E|) → Integrable f := by
    intro f hf hb
    refine (integrable_inv_one_add_sq.const_mul (K + K')).mono' hf.aestronglyMeasurable
      (ae_of_all _ fun E => ?_)
    have tri := abs_sub_le (fermi TL 0 E) (if E < 0 then 1 else 0) (fermi TR V E)
    rw [abs_sub_comm (if E < 0 then (1 : ℝ) else 0)] at tri
    have := mul_le_mul_of_nonneg_left tri (by positivity : 0 ≤ 1 + |E|)
    rw [Real.norm_eq_abs]
    refine (hb E).trans (this.trans ?_)
    rw [mul_add, add_mul]
    exact add_le_add (hK E) (hK' E)
  constructor
  · refine dom _ mg fun E => ?_
    rw [abs_mul, abs_of_nonneg (hT.nonneg E)]
    exact mul_le_mul_of_nonneg_right (by linarith [hT.le_one E, abs_nonneg E]) (abs_nonneg _)
  · refine dom _ (measurable_id.mul mg) fun E => ?_
    rw [abs_mul, abs_mul, abs_of_nonneg (hT.nonneg E), ← mul_assoc]
    exact mul_le_mul_of_nonneg_right
      (by nlinarith [hT.le_one E, abs_nonneg E]) (abs_nonneg _)

end

end ThermoelectricBoxcar
```

Lean reports:

```
Main.lean:88:4: error: Type mismatch
  add_le_add (hK E) (hK' E)
has type
  (1 + |E|) * |fermi TL 0 E - if E < 0 then 1 else 0| + (1 + |E|) * |fermi TR V E - if E < 0 then 1 else 0| ≤
    K * (1 + E ^ 2)⁻¹ + K' * (1 + E ^ 2)⁻¹
but is expected to have type
  1 * |fermi TL 0 E - if E < 0 then 1 else 0| + |E| * |fermi TL 0 E - if E < 0 then 1 else 0| +
      (1 + |E|) * |fermi TR V E - if E < 0 then 1 else 0| ≤
    (K + K') * (1 + E ^ 2)⁻¹
```

Cause. The error is in the last step of the domination, where the bounds `hK E` and `hK' E` are added. The rewrite `mul_add` correctly distributes `1 + |E|` over the sum of the two absolute values. The next rewrite, `add_mul`, was needed on the right-hand side, to split `(K + K') * (1 + E ^ 2)⁻¹`. But `rw` fixes the lemma's variables at the first match it finds, which here is the product of `1 + |E|` with the first absolute value. It therefore expands that product and leaves the right-hand side unsplit. The sum given by `add_le_add` then has a different form from the goal on both sides, hence the type mismatch.

The repair replaces both the rewrites and the `exact` with `linarith [hK E, hK' E]`. `linarith` multiplies out the products in the hypotheses and the goal and treats the remaining nonlinear terms as atoms, so the goal follows by adding the two bounds, however the products were written.

After these edits no error is left:

```diff
@@ -85,6 +85,5 @@
     rw [Real.norm_eq_abs]
     refine (hb E).trans (this.trans ?_)
-    rw [mul_add, add_mul]
-    exact add_le_add (hK E) (hK' E)
+    linarith [hK E, hK' E]
   constructor
   · refine dom _ mg fun E => ?_
```
